# Populations bound the coherences of a finite-dimensional density matrix

For a two-level system with populations \(p\) and \(1-p\) and coherence \(c\),

\[
\rho=\begin{pmatrix}p&c\\ c^*&1-p\end{pmatrix},\qquad
\det\rho=p(1-p)-|c|^2\ge 0 .
\]

The determinant is nonnegative because both eigenvalues are. Hence \(|c|^2\le p(1-p)\le\tfrac14\), and \(c=0\) if either level is empty.

## From two levels to \(N\)

Let \(\rho\) be a positive semidefinite \(N\times N\) matrix of trace one, written in an orthonormal basis, with populations \(p_i=\rho_{ii}\ge0\). Restricting \(\rho\) to levels \(i\) and \(j\) leaves a positive semidefinite block. Since \(\rho_{ji}=\rho_{ij}^*\), its determinant gives

\[
|\rho_{ij}|^2\le p_ip_j=\Big(\frac{p_i+p_j}{2}\Big)^2-\Big(\frac{p_i-p_j}{2}\Big)^2 ,
\]

so \(|\rho_{ij}|\le(p_i+p_j)/2\). For \(i\ne j\) the two populations sum to at most one, hence \(|\rho_{ij}|\le\tfrac12\). If \(p_i=0\), the first inequality makes row and column \(i\) vanish.

Suppose \(|\rho_{ij}|=\tfrac12\) with \(i\neq j\). Then \(p_i+p_j=1\), and \(\tfrac14\le p_i(1-p_i)\) becomes \((p_i-\tfrac12)^2\le0\). Both populations are \(\tfrac12\), all other levels are empty, and their rows and columns vanish.

Summing the mean bound over ordered pairs gives

\[
\sum_{i\ne j}|\rho_{ij}|\le\frac12\sum_{i\ne j}(p_i+p_j)=N-1,
\]

because each population occurs \(2(N-1)\) times.

For a normalised pure state with amplitudes \(\psi_i\), \(\rho_{ij}=\psi_i\psi_j^*\), so \(|\rho_{ij}|^2=|\psi_i|^2|\psi_j|^2=p_ip_j\): the coherence bound is attained for every pair.

## Density matrices and populations in Lean

The levels are the elements of a finite type `n`; their number \(N\) is `Fintype.card n`.

```lean
import Mathlib

open Finset
open scoped ComplexOrder

namespace DensityMatrixCoherence

noncomputable section

variable {n : Type*} [Fintype n]
```

The two fields below are the physical conditions: nonnegative probabilities for every measurement, and total probability one. `PosSemidef` includes hermiticity.

```lean
/-- A density matrix: a positive semidefinite complex matrix of trace one. -/
structure IsDensityMatrix (ρ : Matrix n n ℂ) : Prop where
  posSemidef : ρ.PosSemidef
  trace_one : ρ.trace = 1
```

A diagonal entry has type `ℂ`, so the population is defined as its real part.

```lean
/-- The population of level `i`: the real part of the diagonal element `ρ i i`. -/
def population (ρ : Matrix n n ℂ) (i : n) : ℝ := (ρ i i).re
```

The entries of the pure-state matrix are \(\psi_i\psi_j^*\); normalisation is a separate hypothesis.

```lean
/-- The pure-state matrix `|ψ⟩⟨ψ|` of a vector of amplitudes. -/
def pureState (ψ : n → ℂ) : Matrix n n ℂ := Matrix.vecMulVec ψ (star ψ)
```

In the order on `ℂ` used here, `0 ≤ z` means that \(z\) is real and nonnegative. Applied to a diagonal entry, this shows that taking the real part loses nothing.

```lean
/-- Populations are nonnegative, and the diagonal elements of a density matrix are real. -/
theorem population_nonneg_and_real {ρ : Matrix n n ℂ} (h : IsDensityMatrix ρ) (i : n) :
    0 ≤ population ρ i ∧ ρ i i = (population ρ i : ℂ) := by
  have hd : 0 ≤ ρ i i := h.posSemidef.diag_nonneg
  obtain ⟨hre, him⟩ := Complex.nonneg_iff.mp hd
  refine ⟨hre, Complex.ext ?_ ?_⟩
  · simp [population]
  · simp [← him]
```

The real part of the trace condition gives the sum of the populations.

```lean
/-- The populations of a density matrix sum to one. -/
theorem sum_population {ρ : Matrix n n ℂ} (h : IsDensityMatrix ρ) :
    ∑ i, population ρ i = 1 := by
  have ht := congrArg Complex.re h.trace_one
  simpa [Matrix.trace, population] using ht
```

## The determinant step and its consequences

`submatrix ![i, j]` extracts the two-level block, and `det_nonneg` supplies the inequality. Hermiticity then turns \(\rho_{ij}\rho_{ji}\) into \(|\rho_{ij}|^2\). The case \(i=j\) is allowed.

```lean
/-- The squared modulus of a coherence is at most the product of the two populations. -/
theorem coherence_sq_le {ρ : Matrix n n ℂ} (h : IsDensityMatrix ρ) (i j : n) :
    ‖ρ i j‖ ^ 2 ≤ population ρ i * population ρ j := by
  -- the two-level block on `i` and `j` has nonnegative determinant
  have hd : 0 ≤ ρ i i * ρ j j - ρ i j * ρ j i := by
    have hb := (h.posSemidef.submatrix ![i, j]).det_nonneg
    rw [Matrix.det_fin_two] at hb
    exact hb
  have hji : ρ j i = star (ρ i j) := (h.posSemidef.isHermitian.apply j i).symm
  rw [(population_nonneg_and_real h i).2, (population_nonneg_and_real h j).2, hji] at hd
  have hre := (Complex.nonneg_iff.mp hd).1
  rw [Complex.star_def, Complex.mul_conj, ← Complex.ofReal_mul, ← Complex.ofReal_sub,
    Complex.ofReal_re, Complex.normSq_eq_norm_sq] at hre
  linarith
```

The square of \(p_i-p_j\), passed to `nlinarith`, compares the product with the squared mean; nonnegative populations allow the square root.

```lean
/-- The modulus of a coherence is at most the mean of the two populations. -/
theorem coherence_le_mean {ρ : Matrix n n ℂ} (h : IsDensityMatrix ρ) (i j : n) :
    ‖ρ i j‖ ≤ (population ρ i + population ρ j) / 2 := by
  have hi := (population_nonneg_and_real h i).1
  have hj := (population_nonneg_and_real h j).1
  have hsq : ‖ρ i j‖ ^ 2 ≤ ((population ρ i + population ρ j) / 2) ^ 2 := by
    nlinarith [coherence_sq_le h i j, sq_nonneg (population ρ i - population ρ j)]
  exact (le_abs_self _).trans (abs_le_of_sq_le_sq hsq (by linarith))
```

With a zero population, each squared modulus lies between zero and zero.

```lean
/-- If a level has zero population, its whole row and column in the density matrix vanish. -/
theorem row_eq_zero_of_population_eq_zero {ρ : Matrix n n ℂ} (h : IsDensityMatrix ρ) {i : n}
    (hp : population ρ i = 0) (j : n) : ρ i j = 0 ∧ ρ j i = 0 := by
  have h1 := coherence_sq_le h i j
  have h2 := coherence_sq_le h j i
  rw [hp, zero_mul] at h1
  rw [hp, mul_zero] at h2
  exact ⟨norm_eq_zero.mp ((pow_eq_zero_iff two_ne_zero).mp (le_antisymm h1 (sq_nonneg _))),
    norm_eq_zero.mp ((pow_eq_zero_iff two_ne_zero).mp (le_antisymm h2 (sq_nonneg _)))⟩
```

For pure states, `hdiag` computes the populations \(|\psi_i|^2\), which yield both the unit trace and the equality.

```lean
/-- The matrix of a normalised pure state is a density matrix, and each of its coherences
attains the bound set by the populations. -/
theorem pureState_saturates (ψ : n → ℂ) (hψ : ∑ i, ‖ψ i‖ ^ 2 = 1) :
    IsDensityMatrix (pureState ψ) ∧ ∀ i j,
      ‖pureState ψ i j‖ ^ 2 = population (pureState ψ) i * population (pureState ψ) j := by
  have hdiag : ∀ i, pureState ψ i i = ((‖ψ i‖ ^ 2 : ℝ) : ℂ) := by
    intro i
    change ψ i * star (ψ i) = _
    rw [Complex.star_def, Complex.mul_conj, Complex.normSq_eq_norm_sq]
  refine ⟨⟨Matrix.posSemidef_vecMulVec_self_star ψ, ?_⟩, fun i j => ?_⟩
  · change ∑ i, pureState ψ i i = 1
    rw [Finset.sum_congr rfl (fun i _ => hdiag i), ← Complex.ofReal_sum, hψ,
      Complex.ofReal_one]
  · unfold population
    rw [hdiag i, hdiag j, Complex.ofReal_re, Complex.ofReal_re]
    change ‖ψ i * star (ψ j)‖ ^ 2 = _
    rw [norm_mul, norm_star, mul_pow]
```

To use \(i\ne j\), the total population is split into two levels and the rest.

```lean
variable [DecidableEq n]

/-- Two distinct populations and the populations of all remaining levels add up to one. -/
theorem population_pair_add_rest {ρ : Matrix n n ℂ} (h : IsDensityMatrix ρ) {i j : n}
    (hij : i ≠ j) :
    population ρ i + population ρ j + ∑ k ∈ (univ.erase i).erase j, population ρ k = 1 := by
  have h1 := Finset.add_sum_erase univ (population ρ) (mem_univ i)
  have h2 := Finset.add_sum_erase (univ.erase i) (population ρ)
    (mem_erase.mpr ⟨hij.symm, mem_univ j⟩)
  linarith [sum_population h]
```

The rest is nonnegative, so the mean bound gives one half.

```lean
/-- A coherence between two distinct levels has modulus at most one half. -/
theorem coherence_le_half {ρ : Matrix n n ℂ} (h : IsDensityMatrix ρ) {i j : n}
    (hij : i ≠ j) : ‖ρ i j‖ ≤ 1 / 2 := by
  have hrest : 0 ≤ ∑ k ∈ (univ.erase i).erase j, population ρ k :=
    Finset.sum_nonneg fun k _ => (population_nonneg_and_real h k).1
  linarith [coherence_le_mean h i j, population_pair_add_rest h hij]
```

At equality, `hsum` says that the two levels hold all the population, and `hz` is the vanishing square found above. Every third level is therefore empty, and the zero-population theorem applies.

```lean
/-- If a coherence between distinct levels has modulus one half, both levels have population
one half and every matrix element involving a third level vanishes. -/
theorem maximal_coherence {ρ : Matrix n n ℂ} (h : IsDensityMatrix ρ) {i j : n}
    (hij : i ≠ j) (hmax : ‖ρ i j‖ = 1 / 2) :
    population ρ i = 1 / 2 ∧ population ρ j = 1 / 2 ∧
      ∀ k, k ≠ i → k ≠ j → ∀ l, ρ k l = 0 ∧ ρ l k = 0 := by
  have hnn : ∀ k ∈ (univ.erase i).erase j, 0 ≤ population ρ k :=
    fun k _ => (population_nonneg_and_real h k).1
  have hrest := Finset.sum_nonneg hnn
  have hsplit := population_pair_add_rest h hij
  have hmean := coherence_le_mean h i j
  have hsq := coherence_sq_le h i j
  rw [hmax] at hmean hsq
  -- the two levels exhaust the total population
  have hsum : population ρ i + population ρ j = 1 := by linarith
  have hj : population ρ j = 1 - population ρ i := by linarith
  rw [hj] at hsq
  have hz : (population ρ i - 1 / 2) ^ 2 = 0 :=
    le_antisymm (by nlinarith) (sq_nonneg _)
  have hi := (pow_eq_zero_iff two_ne_zero).mp hz
  refine ⟨by linarith, by linarith, fun k hki hkj l => ?_⟩
  have hk := Finset.single_le_sum hnn
    (mem_erase.mpr ⟨hkj, mem_erase.mpr ⟨hki, mem_univ k⟩⟩)
  exact row_eq_zero_of_population_eq_zero h
    (le_antisymm (by linarith) (population_nonneg_and_real h k).1) l
```

The total is bounded row by row: summing the mean over all \(j\) gives \((Np_i+1)/2\), from which the diagonal term \(p_i\) is subtracted. Summing over \(i\) leaves \(N-1\).

```lean
/-- The sum of the moduli of all off-diagonal elements of a density matrix is at most the number of
levels, `Fintype.card n`, minus one. -/
theorem total_coherence_le {ρ : Matrix n n ℂ} (h : IsDensityMatrix ρ) :
    ∑ i, ∑ j ∈ univ.erase i, ‖ρ i j‖ ≤ (Fintype.card n : ℝ) - 1 := by
  -- bound each row by the mean populations
  have hrow : ∀ i, ∑ j ∈ univ.erase i, ‖ρ i j‖ ≤
      ((Fintype.card n : ℝ) * population ρ i + 1) / 2 - population ρ i := by
    intro i
    have h1 : ∑ j ∈ univ.erase i, ‖ρ i j‖ ≤
        ∑ j ∈ univ.erase i, (population ρ i + population ρ j) / 2 :=
      Finset.sum_le_sum fun j _ => coherence_le_mean h i j
    have h2 := Finset.add_sum_erase univ
      (fun j => (population ρ i + population ρ j) / 2) (mem_univ i)
    have h3 : ∑ j, (population ρ i + population ρ j) / 2 =
        ((Fintype.card n : ℝ) * population ρ i + 1) / 2 := by
      rw [← Finset.sum_div, Finset.sum_add_distrib, sum_population h, Finset.sum_const,
        Finset.card_univ, nsmul_eq_mul]
    beta_reduce at h2
    linarith
  refine (Finset.sum_le_sum fun i _ => hrow i).trans (le_of_eq ?_)
  rw [Finset.sum_sub_distrib, ← Finset.sum_div, Finset.sum_add_distrib, ← Finset.mul_sum,
    sum_population h, Finset.sum_const, Finset.card_univ, nsmul_eq_mul]
  ring

end

end DensityMatrixCoherence
```

```lean
#print axioms DensityMatrixCoherence.pureState_saturates
#print axioms DensityMatrixCoherence.coherence_le_half
#print axioms DensityMatrixCoherence.maximal_coherence
#print axioms DensityMatrixCoherence.total_coherence_le
```

```
'DensityMatrixCoherence.pureState_saturates' depends on axioms: [propext, Classical.choice, Quot.sound]
'DensityMatrixCoherence.coherence_le_half' depends on axioms: [propext, Classical.choice, Quot.sound]
'DensityMatrixCoherence.maximal_coherence' depends on axioms: [propext, Classical.choice, Quot.sound]
'DensityMatrixCoherence.total_coherence_le' depends on axioms: [propext, Classical.choice, Quot.sound]
```

## Checking a propagated density matrix

In a master-equation simulation with finitely many levels, the coherence bound is a cheap test of the propagated matrix: compare `abs(rho[i,j])**2` with the product of the populations, up to a tolerance. A violation beyond numerical error shows that positivity or hermiticity has been lost. Passing the test does not establish positivity: the \(3\times3\) matrix with diagonal entries \(\tfrac13\) and off-diagonal entries \(-\tfrac13\) satisfies every pair bound but has eigenvalue \(-\tfrac13\).

## States as operators

A state can also be modelled as a positive trace-one operator on a Hilbert space, with \(\rho_{ij}=\langle e_i,\rho e_j\rangle\) in a chosen orthonormal basis. The choice of basis, implicit in a matrix, would then be explicit, and the coherence bound would follow from the Cauchy–Schwarz inequality for the form \(\langle x,\rho y\rangle\). This would include infinite-dimensional systems, where the bound \(N-1\) no longer gives a finite limit.
